# Derivative of the sum of the k lowest eigenvalues of a Hermitian matrix with a gap above them

## Two coupled levels

Take a gap g > 0 and a real coupling t:

H(t) = [[0, t], [t, g]]

The lowest eigenvalue is g/2 − √(g²/4 + t²). Freeze the projector P on the ground state at t = 0, and tr(P H(t)) = 0. This exceeds the eigenvalue by at most t²/g. Relaxation of the state thus lowers the energy only at second order, and the frozen projector already gives the first derivative.

## Gradient of a gapped group

Let H(t) be an n×n Hermitian matrix for every real t, with entries differentiable at 0. Count levels from zero, in increasing order, and let 0 < k < n. If levels k−1 and k of H(0) differ, the sum E of the k lowest eigenvalues satisfies

E′(0) = tr(P H′(0)),

where P projects onto the k lowest eigenvectors of H(0). Degeneracies within the group or above it are allowed.

For example, let H(t) = diag(0, 0, 2) + tV with V = [[1, 2, 0], [2, 1, 0], [0, 0, 5]] and k = 2. Near t = 0 the lower levels are 3t and −t. Sorted, each has a kink, but their sum is 2t, and tr(PV) = 1 + 1 = 2.

In a non-interacting tight-binding model with a fixed orthonormal basis, let the parameter be a nuclear coordinate x and let each of the k lowest levels hold one electron. Minus this derivative is then the band-energy force along x. One diagonalizes H once, builds P from the k occupied eigenvectors and evaluates −Σ_ab P_ba ∂H_ab/∂x; no eigenvector derivatives are needed.

## Squared overlaps and the second-order bound

Let A = H(0) and B = H(t) have levels a_i, b_j and orthonormal eigenvectors u_i, v_j. Put w_ij = |⟨u_i|v_j⟩|², and n_i = 1 for i < k, otherwise 0. Then

tr(PB) = Σ_ij w_ij n_i b_j.

Rows and columns of w sum to one, so E(B) = Σ_ij w_ij n_j b_j and Σ_ij w_ij (n_i − n_j) = 0. For any reference energy μ, the excess is therefore

D = tr(PB) − E(B) = Σ_ij w_ij (n_i − n_j)(b_j − μ).

With μ = b_{k−1} no term is negative, so D ≥ 0.

Since ⟨u_i|B − A|v_j⟩ = (b_j − a_i)⟨u_i|v_j⟩, the squared Frobenius norm is

‖B − A‖² = Σ_ij w_ij (b_j − a_i)².

Now let g = a_k − a_{k−1}, μ = (a_{k−1} + a_k)/2 and d = b_j − a_i. Terms with n_i = n_j vanish. For i < k ≤ j, a_i ≤ μ − g/2 gives

b_j − μ ≤ d − g/2 ≤ d²/(2g),

the last step being (d − g)² ≥ 0. For j < k ≤ i, likewise, μ − b_j ≤ −d − g/2 ≤ d²/(2g). Summing,

0 ≤ D ≤ ‖H(t) − H(0)‖²/(2g).

The right side vanishes at t = 0 with zero derivative, hence so does D. Differentiating E = tr(P H(t)) − D gives the result.

## The Lean file

```lean
import Mathlib

open Matrix

namespace GroupEnergyGradient

noncomputable section

variable {n : ℕ} {A B H : Matrix (Fin n) (Fin n) ℂ}

/-- The eigenvalues of a Hermitian matrix in increasing order, counted with multiplicity. -/
def level (hH : H.IsHermitian) (i : Fin n) : ℝ :=
  hH.eigenvalues (Tuple.sort hH.eigenvalues i)

/-- The matrix whose columns are orthonormal eigenvectors, in the order of the levels. -/
def orbitals (hH : H.IsHermitian) : Matrix (Fin n) (Fin n) ℂ :=
  Matrix.of fun a i => (hH.eigenvectorBasis (Tuple.sort hH.eigenvalues i)).ofLp a

/-- Occupation numbers: one for the first `k` levels, zero for the others. -/
def occ (k : ℕ) (i : Fin n) : ℝ := if i.val < k then 1 else 0

/-- The sum of the `k` lowest eigenvalues. -/
def groupEnergy (hH : H.IsHermitian) (k : ℕ) : ℝ := ∑ i, occ k i * level hH i

/-- The projector onto the span of the first `k` eigenvectors. -/
def groupProjector (hH : H.IsHermitian) (k : ℕ) : Matrix (Fin n) (Fin n) ℂ :=
  orbitals hH * diagonal (fun i => (occ k i : ℂ)) * (orbitals hH)ᴴ

/-- The overlaps between the eigenvectors of two Hermitian matrices. -/
def overlap (hA : A.IsHermitian) (hB : B.IsHermitian) : Matrix (Fin n) (Fin n) ℂ :=
  (orbitals hA)ᴴ * orbitals hB

/-- The orbital matrix is unitary and diagonalizes the Hermitian matrix `H`. -/
theorem orbitals_diagonalize (hH : H.IsHermitian) :
    (orbitals hH)ᴴ * orbitals hH = 1 ∧ orbitals hH * (orbitals hH)ᴴ = 1 ∧
    H * orbitals hH = orbitals hH * diagonal (fun i => (level hH i : ℂ)) ∧
    (orbitals hH)ᴴ * H = diagonal (fun i => (level hH i : ℂ)) * (orbitals hH)ᴴ := by
  have h1 : (orbitals hH)ᴴ * orbitals hH = 1 := by
    ext i j
    have h := orthonormal_iff_ite.mp hH.eigenvectorBasis.orthonormal
      (Tuple.sort hH.eigenvalues i) (Tuple.sort hH.eigenvalues j)
    rw [PiLp.inner_apply] at h
    rw [Matrix.mul_apply]
    refine (Finset.sum_congr rfl fun a _ => ?_).trans (h.trans ?_)
    · simp [orbitals, mul_comm]
    · simp [Matrix.one_apply]
  have h2 := mul_eq_one_comm.mp h1
  have h3 : H * orbitals hH = orbitals hH * diagonal (fun i => (level hH i : ℂ)) := by
    ext a i
    have h : ∑ b, H a b * orbitals hH b i = level hH i • orbitals hH a i :=
      congrFun (hH.mulVec_eigenvectorBasis (Tuple.sort hH.eigenvalues i)) a
    rw [Matrix.mul_apply, Matrix.mul_diagonal, h, Complex.real_smul, mul_comm]
  refine ⟨h1, h2, h3, ?_⟩
  calc (orbitals hH)ᴴ * H = (orbitals hH)ᴴ * (H * orbitals hH) * (orbitals hH)ᴴ := by
        rw [Matrix.mul_assoc, Matrix.mul_assoc, h2, Matrix.mul_one]
    _ = _ := by rw [h3, ← Matrix.mul_assoc, h1, Matrix.one_mul]

/-- For `0 < k < n`, with levels counted from zero, the projector fixes each eigenvector with
eigenvalue below level `k` and annihilates each eigenvector with eigenvalue above level `k - 1`. -/
theorem groupProjector_mulVec (hH : H.IsHermitian) {k : ℕ} (h0 : 0 < k) (hk : k < n)
    {v : Fin n → ℂ} {e : ℝ} (hv : H *ᵥ v = (e : ℂ) • v) :
    (e < level hH ⟨k, hk⟩ → groupProjector hH k *ᵥ v = v) ∧
    (level hH ⟨k - 1, by omega⟩ < e → groupProjector hH k *ᵥ v = 0) := by
  obtain ⟨-, h2, -, h4⟩ := orbitals_diagonalize hH
  have mono : Monotone (level hH) := Tuple.monotone_sort hH.eigenvalues
  -- an eigenvector has components only on orbitals of its own energy
  have hc : ∀ i, level hH i ≠ e → ((orbitals hH)ᴴ *ᵥ v) i = 0 := by
    intro i hi
    have h : ((orbitals hH)ᴴ *ᵥ (H *ᵥ v)) i = ((orbitals hH)ᴴ *ᵥ ((e : ℂ) • v)) i := by
      rw [hv]
    rw [mulVec_mulVec, h4, ← mulVec_mulVec, mulVec_diagonal, mulVec_smul,
      Pi.smul_apply, smul_eq_mul] at h
    by_contra hne
    exact hi (by exact_mod_cast mul_right_cancel₀ hne h)
  have hP : groupProjector hH k *ᵥ v = orbitals hH *ᵥ
      (diagonal (fun i => (occ k i : ℂ)) *ᵥ ((orbitals hH)ᴴ *ᵥ v)) := by
    simp only [groupProjector, mulVec_mulVec, Matrix.mul_assoc]
  constructor
  · intro he
    have h : diagonal (fun i => (occ k i : ℂ)) *ᵥ ((orbitals hH)ᴴ *ᵥ v)
        = (orbitals hH)ᴴ *ᵥ v := by
      ext i
      rw [mulVec_diagonal]
      by_cases hi : i.val < k
      · simp [occ, hi]
      · have hl := mono (Fin.le_def.mpr (show k ≤ i.val by omega) : (⟨k, hk⟩ : Fin n) ≤ i)
        rw [hc i (he.trans_le hl).ne', mul_zero]
    rw [hP, h, mulVec_mulVec, h2, one_mulVec]
  · intro he
    have h : diagonal (fun i => (occ k i : ℂ)) *ᵥ ((orbitals hH)ᴴ *ᵥ v) = 0 := by
      ext i
      rw [mulVec_diagonal]
      by_cases hi : i.val < k
      · have hl := mono (Fin.le_def.mpr (show i.val ≤ k - 1 by omega) :
          i ≤ (⟨k - 1, by omega⟩ : Fin n))
        rw [hc i (hl.trans_lt he).ne, mul_zero, Pi.zero_apply]
      · simp [occ, hi]
    rw [hP, h, mulVec_zero]

/-- The trace of `B` with the projector of `A` is the sum of the levels of `B`, weighted by
squared overlaps with the occupied eigenvectors of `A`. -/
theorem trace_projector_mul (hA : A.IsHermitian) (hB : B.IsHermitian) (k : ℕ) :
    (groupProjector hA k * B).trace =
      ((∑ i, ∑ j, ‖overlap hA hB i j‖ ^ 2 * (occ k i * level hB j) : ℝ) : ℂ) := by
  obtain ⟨-, h2, h3, -⟩ := orbitals_diagonalize hB
  have hB' : orbitals hB * diagonal (fun i => (level hB i : ℂ)) * (orbitals hB)ᴴ = B := by
    rw [← h3, Matrix.mul_assoc, h2, Matrix.mul_one]
  have h : (groupProjector hA k * B).trace = (diagonal (fun i => (occ k i : ℂ)) *
      (overlap hA hB * diagonal (fun i => (level hB i : ℂ)) * (overlap hA hB)ᴴ)).trace := by
    calc _ = (groupProjector hA k * (orbitals hB * diagonal (fun i => (level hB i : ℂ)) *
          (orbitals hB)ᴴ)).trace := by rw [hB']
      _ = _ := by
        simp only [groupProjector, overlap, conjTranspose_mul, conjTranspose_conjTranspose,
          Matrix.mul_assoc]
        rw [Matrix.trace_mul_comm]
        simp only [Matrix.mul_assoc]
  rw [h]
  simp only [Matrix.trace, diag_apply, diagonal_mul, Complex.ofReal_sum]
  refine Finset.sum_congr rfl fun i _ => ?_
  rw [Matrix.mul_apply, Finset.mul_sum]
  refine Finset.sum_congr rfl fun j _ => ?_
  have hs : overlap hA hB i j * star (overlap hA hB i j) = ((‖overlap hA hB i j‖ ^ 2 : ℝ) : ℂ) := by
    rw [← Complex.normSq_eq_norm_sq]; exact Complex.mul_conj _
  rw [mul_diagonal, conjTranspose_apply, Complex.ofReal_mul, ← hs, Complex.ofReal_mul]
  ring

/-- The squared Frobenius norm of `B - A` is the sum of squared level differences, weighted by
squared overlaps. -/
theorem frobenius_overlap (hA : A.IsHermitian) (hB : B.IsHermitian) :
    ∑ a, ∑ b, ‖(B - A) a b‖ ^ 2 =
      ∑ i, ∑ j, ‖overlap hA hB i j‖ ^ 2 * (level hB j - level hA i) ^ 2 := by
  obtain ⟨-, a2, -, a4⟩ := orbitals_diagonalize hA
  obtain ⟨-, b2, b3, -⟩ := orbitals_diagonalize hB
  have hs : ∀ z : ℂ, z * star z = ((‖z‖ ^ 2 : ℝ) : ℂ) := fun z => by
    rw [← Complex.normSq_eq_norm_sq]; exact Complex.mul_conj z
  have fr : ∀ M : Matrix (Fin n) (Fin n) ℂ,
      ((∑ i, ∑ j, ‖M i j‖ ^ 2 : ℝ) : ℂ) = (M * Mᴴ).trace := fun M => by
    simp only [Matrix.trace, diag_apply, Matrix.mul_apply, conjTranspose_apply, hs,
      Complex.ofReal_sum]
  -- the Frobenius norm does not change under the two unitary transformations
  have hU : ∑ a, ∑ b, ‖(B - A) a b‖ ^ 2 =
      ∑ i, ∑ j, ‖((orbitals hA)ᴴ * (B - A) * orbitals hB) i j‖ ^ 2 := by
    apply Complex.ofReal_injective
    rw [fr, fr]
    generalize B - A = D
    symm
    calc _ = ((orbitals hA)ᴴ * (D * (orbitals hB * (orbitals hB)ᴴ) * Dᴴ * orbitals hA)).trace := by
          simp only [conjTranspose_mul, conjTranspose_conjTranspose, Matrix.mul_assoc]
      _ = _ := by
          rw [b2, Matrix.mul_one, Matrix.trace_mul_comm, Matrix.mul_assoc, a2, Matrix.mul_one]
  have hX : (orbitals hA)ᴴ * (B - A) * orbitals hB =
      overlap hA hB * diagonal (fun i => (level hB i : ℂ)) -
      diagonal (fun i => (level hA i : ℂ)) * overlap hA hB := by
    rw [Matrix.mul_sub, Matrix.sub_mul, Matrix.mul_assoc _ B, b3, a4]
    simp only [overlap, Matrix.mul_assoc]
  rw [hU, hX]
  refine Finset.sum_congr rfl fun i _ => Finset.sum_congr rfl fun j _ => ?_
  rw [Matrix.sub_apply, mul_diagonal, diagonal_mul,
    show overlap hA hB i j * (level hB j : ℂ) - (level hA i : ℂ) * overlap hA hB i j =
      overlap hA hB i j * ((level hB j - level hA i : ℝ) : ℂ) by push_cast; ring,
    norm_mul, mul_pow, Complex.norm_real, Real.norm_eq_abs, sq_abs]

/-- The excess of the trace of `B` with the projector of `A` over the group energy of `B`,
written with squared overlaps and an arbitrary reference energy `μ`. -/
theorem excess_eq (hA : A.IsHermitian) (hB : B.IsHermitian) (k : ℕ) (μ : ℝ) :
    (groupProjector hA k * B).trace.re - groupEnergy hB k =
      ∑ i, ∑ j, ‖overlap hA hB i j‖ ^ 2 * ((occ k i - occ k j) * (level hB j - μ)) := by
  obtain ⟨a1, a2, -, -⟩ := orbitals_diagonalize hA
  obtain ⟨b1, b2, -, -⟩ := orbitals_diagonalize hB
  have unit : ∀ S : Matrix (Fin n) (Fin n) ℂ, S * Sᴴ = 1 → ∀ i, ∑ j, ‖S i j‖ ^ 2 = 1 := by
    intro S hS i
    have hs : ∀ z : ℂ, z * star z = ((‖z‖ ^ 2 : ℝ) : ℂ) := fun z => by
      rw [← Complex.normSq_eq_norm_sq]; exact Complex.mul_conj z
    have h := congrFun (congrFun hS i) i
    simp only [Matrix.mul_apply, conjTranspose_apply, hs, Matrix.one_apply_eq] at h
    exact_mod_cast h
  have hS : overlap hA hB * (overlap hA hB)ᴴ = 1 := by
    calc _ = (orbitals hA)ᴴ * (orbitals hB * (orbitals hB)ᴴ) * orbitals hA := by
          simp only [overlap, conjTranspose_mul, conjTranspose_conjTranspose, Matrix.mul_assoc]
      _ = 1 := by rw [b2, Matrix.mul_one, a1]
  have row := unit _ hS
  have col : ∀ j, ∑ i, ‖overlap hA hB i j‖ ^ 2 = 1 := fun j => by
    have h := unit (overlap hA hB)ᴴ
      (by rw [conjTranspose_conjTranspose]; exact mul_eq_one_comm.mp hS) j
    simpa only [conjTranspose_apply, norm_star] using h
  have r : ∑ i, ∑ j, ‖overlap hA hB i j‖ ^ 2 * (μ * occ k i) = ∑ i : Fin n, μ * occ k i := by
    simp only [← Finset.sum_mul, row, one_mul]
  have c : ∀ g : Fin n → ℝ, ∑ i, ∑ j, ‖overlap hA hB i j‖ ^ 2 * g j = ∑ j, g j := fun g => by
    rw [Finset.sum_comm]
    simp only [← Finset.sum_mul, col, one_mul]
  have c1 := c fun j => occ k j * level hB j
  have c2 := c fun j => μ * occ k j
  have e : ∑ i, ∑ j, ‖overlap hA hB i j‖ ^ 2 * ((occ k i - occ k j) * (level hB j - μ)) =
      ∑ i, ∑ j, ‖overlap hA hB i j‖ ^ 2 * (occ k i * level hB j) -
      ∑ i, ∑ j, ‖overlap hA hB i j‖ ^ 2 * (occ k j * level hB j) -
      ∑ i, ∑ j, ‖overlap hA hB i j‖ ^ 2 * (μ * occ k i) +
      ∑ i, ∑ j, ‖overlap hA hB i j‖ ^ 2 * (μ * occ k j) := by
    simp only [← Finset.sum_sub_distrib, ← Finset.sum_add_distrib]
    exact Finset.sum_congr rfl fun i _ => Finset.sum_congr rfl fun j _ => by ring
  rw [trace_projector_mul hA hB, Complex.ofReal_re, e, c1, c2, r, groupEnergy]
  ring

/-- For `0 < k < n` and a gap between levels `k - 1` and `k` of `A`, counted from zero, the trace of
`B` with the projector of `A` lies above the group energy of `B` by at most the squared Frobenius
norm of `B - A` over twice the gap. -/
theorem excess_bounds (hA : A.IsHermitian) (hB : B.IsHermitian) {k : ℕ} (h0 : 0 < k)
    (hk : k < n) (gap : level hA ⟨k - 1, by omega⟩ < level hA ⟨k, hk⟩) :
    0 ≤ (groupProjector hA k * B).trace.re - groupEnergy hB k ∧
    (groupProjector hA k * B).trace.re - groupEnergy hB k ≤
      (∑ a, ∑ b, ‖(B - A) a b‖ ^ 2) /
        (2 * (level hA ⟨k, hk⟩ - level hA ⟨k - 1, by omega⟩)) := by
  have split : ∀ {M : Matrix (Fin n) (Fin n) ℂ} (hM : M.IsHermitian) (i : Fin n),
      (i.val < k → level hM i ≤ level hM ⟨k - 1, by omega⟩) ∧
      (¬ i.val < k → level hM ⟨k, hk⟩ ≤ level hM i) := fun hM i =>
    ⟨fun h => Tuple.monotone_sort hM.eigenvalues (Fin.le_def.mpr (show i.val ≤ k - 1 by omega)),
     fun h => Tuple.monotone_sort hM.eigenvalues (Fin.le_def.mpr (show k ≤ i.val by omega))⟩
  constructor
  · -- reference energy at level k - 1 of B: every term is nonnegative
    rw [excess_eq hA hB k (level hB ⟨k - 1, by omega⟩)]
    refine Finset.sum_nonneg fun i _ => Finset.sum_nonneg fun j _ =>
      mul_nonneg (sq_nonneg _) ?_
    have hm : level hB ⟨k - 1, by omega⟩ ≤ level hB ⟨k, hk⟩ :=
      Tuple.monotone_sort hB.eigenvalues (Fin.le_def.mpr (show k - 1 ≤ k by omega))
    by_cases hi : i.val < k <;> by_cases hj : j.val < k <;> simp only [occ, hi, hj, if_true, if_false]
    · linarith
    · linarith [(split hB j).2 hj]
    · linarith [(split hB j).1 hj]
    · linarith
  · -- reference energy in the middle of the gap of A: compare term by term
    rw [excess_eq hA hB k ((level hA ⟨k - 1, by omega⟩ + level hA ⟨k, hk⟩) / 2),
      frobenius_overlap hA hB, Finset.sum_div]
    refine Finset.sum_le_sum fun i _ => ?_
    rw [Finset.sum_div]
    refine Finset.sum_le_sum fun j _ => ?_
    rw [mul_div_assoc]
    refine mul_le_mul_of_nonneg_left ?_ (sq_nonneg _)
    rw [le_div_iff₀ (by linarith)]
    have lo := (split hA i).1
    have up := (split hA i).2
    generalize level hA ⟨k - 1, _⟩ = p at *
    generalize level hA ⟨k, hk⟩ = q at *
    generalize level hA i = e at *
    generalize level hB j = f at *
    by_cases hi : i.val < k <;> by_cases hj : j.val < k <;> simp only [occ, hi, hj, if_true, if_false]
    · nlinarith [sq_nonneg (f - e)]
    · nlinarith [sq_nonneg (f - e - (q - p)),
        mul_nonneg (sub_nonneg.mpr gap.le) (sub_nonneg.mpr (lo hi))]
    · nlinarith [sq_nonneg (f - e + (q - p)),
        mul_nonneg (sub_nonneg.mpr gap.le) (sub_nonneg.mpr (up hi))]
    · nlinarith [sq_nonneg (f - e)]

/-- If a Hermitian family is differentiable at `0` with derivative `H'`, and its levels `k - 1` and
`k`, counted from zero, differ there, with `0 < k < n`, then the sum of the `k` lowest eigenvalues
has derivative `tr (P H')` at `0`, where `P` is the group projector of `H 0`. -/
theorem hasDerivAt_groupEnergy {H : ℝ → Matrix (Fin n) (Fin n) ℂ}
    {H' : Matrix (Fin n) (Fin n) ℂ} (hH : ∀ t, (H t).IsHermitian)
    (hd : ∀ i j, HasDerivAt (fun t => H t i j) (H' i j) 0) {k : ℕ} (h0 : 0 < k) (hk : k < n)
    (gap : level (hH 0) ⟨k - 1, by omega⟩ < level (hH 0) ⟨k, hk⟩) :
    HasDerivAt (fun t => (groupEnergy (hH t) k : ℂ))
      (groupProjector (hH 0) k * H').trace 0 := by
  have hq : HasDerivAt (fun t => (groupProjector (hH 0) k * H t).trace)
      (groupProjector (hH 0) k * H').trace 0 := by
    simp only [Matrix.trace, diag_apply, Matrix.mul_apply]
    exact HasDerivAt.fun_sum fun i _ => HasDerivAt.fun_sum fun j _ => (hd j i).const_mul _
  have hF : HasDerivAt (fun t => ∑ a, ∑ b, ‖(H t - H 0) a b‖ ^ 2) 0 0 := by
    have hab : ∀ a b, HasDerivAt (fun t => ‖(H t - H 0) a b‖ ^ 2) 0 0 := fun a b => by
      have h := ((hd a b).sub_const (H 0 a b)).norm_sq
      rw [sub_self, inner_zero_left, mul_zero] at h
      exact h
    have h : HasDerivAt (fun t => ∑ a, ∑ b, ‖(H t - H 0) a b‖ ^ 2)
        (∑ _a : Fin n, ∑ _b : Fin n, (0 : ℝ)) 0 :=
      HasDerivAt.fun_sum fun a _ => HasDerivAt.fun_sum fun b _ => hab a b
    simpa only [Finset.sum_const_zero] using h
  -- the excess is squeezed between zero and a second-order term
  have hr : HasDerivAt (fun t => (groupProjector (hH 0) k * H t).trace.re -
      groupEnergy (hH t) k) 0 0 := by
    have hb := fun t => excess_bounds (hH 0) (hH t) h0 hk gap
    have z : (groupProjector (hH 0) k * H 0).trace.re - groupEnergy (hH 0) k = 0 :=
      le_antisymm (by simpa using (hb 0).2) (hb 0).1
    rw [hasDerivAt_iff_isLittleO] at hF ⊢
    refine Asymptotics.IsBigO.trans_isLittleO (Asymptotics.IsBigO.of_bound
      (1 / (2 * (level (hH 0) ⟨k, hk⟩ - level (hH 0) ⟨k - 1, by omega⟩)))
      (Filter.Eventually.of_forall fun t => ?_)) hF
    have F0 : ∑ a, ∑ b, ‖(H 0 - H 0) a b‖ ^ 2 = 0 := by simp
    rw [z, F0, smul_zero, sub_zero, sub_zero, sub_zero, sub_zero, Real.norm_eq_abs,
      Real.norm_eq_abs, abs_of_nonneg (hb t).1, abs_of_nonneg (by positivity),
      one_div_mul_eq_div]
    exact (hb t).2
  refine ((hq.fun_sub hr.ofReal_comp).congr_deriv (by simp)).congr_of_eventuallyEq
    (Filter.Eventually.of_forall fun t => ?_)
  have ht : ((groupProjector (hH 0) k * H t).trace.re : ℂ) =
      (groupProjector (hH 0) k * H t).trace := by
    rw [trace_projector_mul (hH 0) (hH t), Complex.ofReal_re]
  simp only [Complex.ofReal_sub, ht, sub_sub_cancel]

/-- Two levels `t` and `-t` that cross at `t = 0`. -/
def crossing (t : ℝ) : Matrix (Fin 2) (Fin 2) ℂ := !![(t : ℂ), 0; 0, -(t : ℂ)]

/-- The crossing matrix is Hermitian. -/
theorem crossing_isHermitian (t : ℝ) : (crossing t).IsHermitian := by
  unfold Matrix.IsHermitian
  ext i j
  fin_cases i <;> fin_cases j <;> simp [crossing]

/-- The lowest eigenvalue of the crossing matrix is not differentiable at the crossing. -/
theorem crossing_not_differentiable :
    ¬ DifferentiableAt ℝ (fun t => groupEnergy (crossing_isHermitian t) 1) 0 := by
  have key : ∀ t, groupEnergy (crossing_isHermitian t) 1 = -|t| := by
    intro t
    have hH := crossing_isHermitian t
    have tr : (crossing t).trace = ∑ i, ((level hH i : ℝ) : ℂ) :=
      hH.trace_eq_sum_eigenvalues.trans (Equiv.sum_comp (Tuple.sort hH.eigenvalues)
        (fun i => ((hH.eigenvalues i : ℝ) : ℂ))).symm
    have dt : (crossing t).det = ∏ i, ((level hH i : ℝ) : ℂ) :=
      hH.det_eq_prod_eigenvalues.trans (Equiv.prod_comp (Tuple.sort hH.eigenvalues)
        (fun i => ((hH.eigenvalues i : ℝ) : ℂ))).symm
    have t0 : (crossing t).trace = ((0 : ℝ) : ℂ) := by simp [crossing, Matrix.trace_fin_two]
    have d0 : (crossing t).det = ((-(t * t) : ℝ) : ℂ) := by simp [crossing, Matrix.det_fin_two]
    rw [t0, Fin.sum_univ_two, ← Complex.ofReal_add] at tr
    rw [d0, Fin.prod_univ_two, ← Complex.ofReal_mul] at dt
    have s := Complex.ofReal_injective tr
    have p := Complex.ofReal_injective dt
    have m : level hH 0 ≤ level hH 1 := Tuple.monotone_sort hH.eigenvalues (Fin.zero_le 1)
    have e : groupEnergy hH 1 = level hH 0 := by simp [groupEnergy, occ]
    have q : t ^ 2 = level hH 0 ^ 2 := by
      have h1 : level hH 1 = -level hH 0 := by linarith
      rw [h1] at p
      linarith
    have a := (sq_eq_sq_iff_abs_eq_abs t (level hH 0)).mp q
    rw [abs_of_nonpos (by linarith : level hH 0 ≤ 0)] at a
    rw [e, a, neg_neg]
  intro h
  simp only [key] at h
  exact not_differentiableAt_abs_zero
    (h.neg.congr_of_eventuallyEq (Filter.Eventually.of_forall fun t => by simp))

end

end GroupEnergyGradient
```

```lean
#print axioms GroupEnergyGradient.groupProjector_mulVec
#print axioms GroupEnergyGradient.hasDerivAt_groupEnergy
#print axioms GroupEnergyGradient.crossing_not_differentiable
```

```
'GroupEnergyGradient.groupProjector_mulVec' depends on axioms: [propext, Classical.choice, Quot.sound]
'GroupEnergyGradient.hasDerivAt_groupEnergy' depends on axioms: [propext, Classical.choice, Quot.sound]
'GroupEnergyGradient.crossing_not_differentiable' depends on axioms: [propext, Classical.choice, Quot.sound]
```

## Reading the statement

In `hasDerivAt_groupEnergy`, `hH` is Hermiticity at every t, `hd` gives the entrywise derivatives, and `gap` separates levels k−1 and k. `groupEnergy` is E, regarded as a complex number in the conclusion. `groupProjector` is P, built from the columns of `orbitals` and the occupations `occ`.

The matrix is finite and its basis orthonormal and fixed. Overlap-matrix derivatives from moving basis functions and self-consistency are absent.

## How the lemmas fit together

`orbitals_diagonalize` supplies unitarity and the eigenvalue equations. `groupProjector_mulVec` identifies P: an eigenvector has components only on orbitals of its own energy, so P fixes those below level k and annihilates those above level k−1.

`trace_projector_mul`, `frobenius_overlap` and `excess_eq` are the three overlap sums. `excess_bounds` splits on the occupations of i and j; `nlinarith` receives the squares (d ∓ g)² used above. The main theorem turns the bound into a little-o estimate and subtracts the excess from the trace.

For diag(t, −t), `crossing_not_differentiable` uses trace and determinant to find the lowest level −|t|. Differentiable entries alone therefore do not make E differentiable.
